# For a harmonic oscillator, the Richardson-extrapolated velocity Verlet step has determinant $1-(\omega h)^6/288$ and is not symplectic when $\omega h\neq0$

A: The system is a harmonic oscillator of unit mass, with position $q$, momentum $p$, frequency $\omega$ and force $-\omega^2 q$. A phase point is the column $(q,p)$, with Lean index 0 for $q$ and 1 for $p$. A kick of duration $\tau$ sends $p\mapsto p-\omega^2\tau q$ and a drift sends $q\mapsto q+\tau p$:

$$K(\tau)=\begin{pmatrix}1&0\\-\omega^2\tau&1\end{pmatrix},\qquad D(\tau)=\begin{pmatrix}1&\tau\\0&1\end{pmatrix}.$$

Velocity Verlet with step $h$ is $V(h)=K(h/2)D(h)K(h/2)$. The Richardson step is $R(h)=\tfrac13\left(4V(h/2)^2-V(h)\right)$, the member $w=4/3$ of the family $M_w=wV(h/2)^2+(1-w)V(h)$ with real weight $w$. A matrix $M$ is symplectic if $M^{T}JM=J$, where $J=\begin{pmatrix}0&1\\-1&0\end{pmatrix}$. Both $\omega$ and $h$ are arbitrary reals, and I abbreviate $x=\omega h$.

```lean
import Mathlib

open Matrix MeasureTheory Filter Topology

namespace RichardsonVerletArea

noncomputable section

/-- Kick of duration `τ` for the force `-ω² q`, acting on `(q, p)`: `p ↦ p - ω² τ q`. -/
def kick (ω τ : ℝ) : Matrix (Fin 2) (Fin 2) ℝ := !![1, 0; -(ω ^ 2 * τ), 1]

/-- Free drift of duration `τ` for unit mass, acting on `(q, p)`: `q ↦ q + τ p`. -/
def drift (τ : ℝ) : Matrix (Fin 2) (Fin 2) ℝ := !![1, τ; 0, 1]

/-- Velocity Verlet step `V(h)`: half kick, full drift, half kick. -/
def verlet (ω h : ℝ) : Matrix (Fin 2) (Fin 2) ℝ :=
  kick ω (h / 2) * drift h * kick ω (h / 2)

/-- Richardson extrapolation `(4 V(h/2)² - V(h)) / 3` of two half steps and one full step. -/
def richardson (ω h : ℝ) : Matrix (Fin 2) (Fin 2) ℝ :=
  (1 / 3 : ℝ) • ((4 : ℝ) • verlet ω (h / 2) ^ 2 - verlet ω h)

/-- Affine combination `w V(h/2)² + (1 - w) V(h)` of two half steps and one full step. -/
def mix (w ω h : ℝ) : Matrix (Fin 2) (Fin 2) ℝ :=
  w • verlet ω (h / 2) ^ 2 + (1 - w) • verlet ω h

/-- Matrix of the symplectic form (oriented area) of the phase plane. -/
def J : Matrix (Fin 2) (Fin 2) ℝ := !![0, 1; -1, 0]

/-- A linear step `M` is symplectic if `Mᵀ J M = J`. -/
def IsSymplectic (M : Matrix (Fin 2) (Fin 2) ℝ) : Prop := Mᵀ * J * M = J
```

Q: The Verlet I use is $q'=q+hp+\tfrac12h^2F$, with $q'$ the new position and $F$ the force at $q$. Is your product of three matrices the same scheme?

A: Multiply it out. The first half kick gives $p_{1/2}=p-\tfrac12\omega^2hq$. The drift gives $q'=q+hp_{1/2}=(1-x^2/2)q+hp$, which is your formula with $F=-\omega^2q$. The second half kick gives the new momentum $p'=p_{1/2}-\tfrac12\omega^2hq'=(-\omega^2h+\omega^4h^3/4)q+(1-x^2/2)p$. The lemma `verlet_eq` states these four entries; `Matrix.mul_fin_two` carries out the products and `fin_cases` compares the result entry by entry.

```lean
/-- Explicit entries of the velocity Verlet matrix. -/
theorem verlet_eq (ω h : ℝ) :
    verlet ω h = !![1 - ω ^ 2 * h ^ 2 / 2, h;
      -(ω ^ 2 * h) + ω ^ 4 * h ^ 3 / 4, 1 - ω ^ 2 * h ^ 2 / 2] := by
  simp only [verlet, kick, drift, Matrix.mul_fin_two]
  ext i j
  fin_cases i <;> fin_cases j <;> first | (simp; done) | (simp; ring)
```

Q: We care about area, yet the definition speaks of $J$.

A: In the plane the two are tied together. The entries of $M^TJM$ are $0$ on the diagonal, $M_{00}M_{11}-M_{10}M_{01}=\det M$ at position $(0,1)$ and its negative at $(1,0)$, so $M^TJM=(\det M)J$. This is `key`. Reading off entry $(0,1)$ shows that symplectic means $\det M=1$, conservation of oriented area. The equivalence is special to one degree of freedom.

```lean
/-- A linear map of the phase plane is symplectic exactly when its determinant is one. -/
theorem isSymplectic_iff_det (M : Matrix (Fin 2) (Fin 2) ℝ) :
    IsSymplectic M ↔ M.det = 1 := by
  -- in two dimensions the form is simply rescaled by the determinant
  have key : Mᵀ * J * M = M.det • J := by
    rw [Matrix.det_fin_two]
    ext i j
    fin_cases i <;> fin_cases j <;>
      first
        | (simp [J, Matrix.mul_apply, Fin.sum_univ_two]; done)
        | (simp [J, Matrix.mul_apply, Fin.sum_univ_two]; ring)
  unfold IsSymplectic
  rw [key]
  constructor
  · intro hM
    have h01 := congrFun (congrFun hM 0) 1
    simpa [J] using h01
  · intro hM
    rw [hM, one_smul]
```

Q: Where does a sixth power come from?

A: Put $A=V(h/2)^2$, $B=V(h)$ and $\Delta=A-B$. The half step has diagonal $a=1-x^2/8$, upper entry $b=h/2$ and lower entry $c=-\tfrac12\omega^2h(1-x^2/16)$, with $a^2-bc=1$. Its square has diagonal $a^2+bc=2a^2-1=1-x^2/2+x^4/32$, upper entry $2ab=h(1-x^2/8)$ and lower entry $2ac=-\omega^2h(1-3x^2/16+x^4/128)$. Subtracting $B$,

$$\Delta=\begin{pmatrix}x^4/32&-hx^2/8\\-\omega^2h\,(x^2/16+x^4/128)&x^4/32\end{pmatrix},\qquad \det\Delta=\frac{x^8}{1024}-\frac{x^6}{128}-\frac{x^8}{1024}=-\frac{x^6}{128}.$$

A $2\times2$ determinant is quadratic in the entries, so $\det(wA+(1-w)B)=w^2\det A+(1-w)^2\det B+w(1-w)m$ with a mixed term $m$, and likewise $\det\Delta=\det A+\det B-m$. Kicks and drifts are shears of determinant 1, hence $\det A=\det B=1$ and $m=2-\det\Delta$. Since $w^2+(1-w)^2+2w(1-w)=1$,

$$\det M_w=1-w(1-w)\det\Delta=1+\frac{w(1-w)\,x^6}{128}.$$

The proof of `det_mix` does not introduce $\Delta$: it inserts `verlet_eq`, expands the determinant and closes the polynomial identity with `ring`.

```lean
/-- The combination with weight `w` has determinant `1 + w (1 - w) (ω h)⁶ / 128`. -/
theorem det_mix (w ω h : ℝ) :
    (mix w ω h).det = 1 + w * (1 - w) * (ω * h) ^ 6 / 128 := by
  simp only [mix, verlet_eq, pow_two, Matrix.mul_fin_two]
  rw [Matrix.det_fin_two]
  simp
  ring
```

Q: Then 4/3 may just be an unlucky weight.

A: The determinant is 1 only if $w(1-w)x^6=0$. `mix_symplectic_iff` splits this product with `mul_eq_zero` into $w=0$, $w=1$ or $\omega h=0$, and substitutes back for the converse. For $\omega h\neq0$ the only symplectic members of the family are the two unmixed schemes.

```lean
/-- The combination with weight `w` is symplectic exactly when `w = 0`, `w = 1`
or `ω h = 0`. -/
theorem mix_symplectic_iff (w ω h : ℝ) :
    IsSymplectic (mix w ω h) ↔ w = 0 ∨ w = 1 ∨ ω * h = 0 := by
  rw [isSymplectic_iff_det, det_mix]
  constructor
  · intro hd
    have h0 : w * (1 - w) * (ω * h) ^ 6 = 0 := by linarith
    rcases mul_eq_zero.mp h0 with h1 | h1
    · rcases mul_eq_zero.mp h1 with h2 | h2
      · exact Or.inl h2
      · exact Or.inr (Or.inl (by linarith))
    · exact Or.inr (Or.inr ((pow_eq_zero_iff (by norm_num)).mp h1))
  · rintro (h1 | h1 | h1) <;> rw [h1] <;> ring
```

Q: Show me $R$ itself.

A: It is $B+\tfrac43\Delta$, with diagonal $1-x^2/2+x^4/24$, upper entry $h-\omega^2h^3/6$ and lower entry $-\omega^2h+\omega^4h^3/6-\omega^6h^5/96$. That is `richardson_eq`, proved entrywise as before. One recognises the series of $\cos x$, $\sin(x)/\omega$ and $-\omega\sin x$ through order $h^4$, but order of accuracy is the subject of no theorem here, and neither are the variants we come to at the end.

```lean
/-- Explicit entries of the Richardson-extrapolated step as polynomials in `h`. -/
theorem richardson_eq (ω h : ℝ) :
    richardson ω h = !![1 - ω ^ 2 * h ^ 2 / 2 + ω ^ 4 * h ^ 4 / 24, h - ω ^ 2 * h ^ 3 / 6;
      -(ω ^ 2 * h) + ω ^ 4 * h ^ 3 / 6 - ω ^ 6 * h ^ 5 / 96,
      1 - ω ^ 2 * h ^ 2 / 2 + ω ^ 4 * h ^ 4 / 24] := by
  simp only [richardson, verlet_eq, pow_two, Matrix.mul_fin_two]
  ext i j
  fin_cases i <;> fin_cases j <;> first | (simp; done) | (simp; ring)
```

A: For the determinant, `hm` identifies $R$ with `mix (4 / 3) ω h`, a linear identity between matrices that `module` verifies. Then $w(1-w)=-4/9$, and $-\tfrac49\cdot\tfrac1{128}=-\tfrac1{288}$.

```lean
/-- The Richardson-extrapolated step has determinant `1 - (ω h)⁶ / 288`. -/
theorem det_richardson (ω h : ℝ) :
    (richardson ω h).det = 1 - (ω * h) ^ 6 / 288 := by
  -- Richardson extrapolation is the combination with weight 4/3
  have hm : richardson ω h = mix (4 / 3) ω h := by
    unfold richardson mix
    module
  rw [hm, det_mix]
  ring
```

Q: I would like numbers.

A: Take $\omega=h=1$. Then

$$V=\begin{pmatrix}1/2&1\\-3/4&1/2\end{pmatrix},\qquad R=\begin{pmatrix}13/24&5/6\\-27/32&13/24\end{pmatrix},$$

so $\det V=\tfrac14+\tfrac34=1$ and $\det R=\tfrac{169}{576}+\tfrac{405}{576}=\tfrac{287}{288}$.

Q: What does the main theorem say, exactly?

A: Under `hne : ω * h ≠ 0` it makes three claims: $V(\tau)$ is symplectic for every real $\tau$, which covers $h$ and $h/2$; $\det R(h)<1$; and $R(h)$ is not symplectic. The hypothesis removes the zero step and the free particle, where the determinant equals 1. In the proof `Even.pow_pos` gives $x^6>0$ for either sign of $x$, `Matrix.det_mul` reduces $\det V$ to the three shears, and `isSymplectic_iff_det` turns both determinants into statements about $J$.

```lean
/-- Every velocity Verlet step is symplectic, but for `ω h ≠ 0` the Richardson-extrapolated
step has determinant below one and is not symplectic. -/
theorem richardson_not_symplectic (ω h : ℝ) (hne : ω * h ≠ 0) :
    (∀ τ : ℝ, IsSymplectic (verlet ω τ)) ∧ (richardson ω h).det < 1 ∧
      ¬ IsSymplectic (richardson ω h) := by
  have hpos : 0 < (ω * h) ^ 6 := Even.pow_pos ⟨3, rfl⟩ hne
  have hlt : (richardson ω h).det < 1 := by
    rw [det_richardson]
    linarith
  refine ⟨fun τ => ?_, hlt, ?_⟩
  · -- kicks and drifts are shears
    rw [isSymplectic_iff_det]
    simp only [verlet, Matrix.det_mul]
    simp [kick, drift, Matrix.det_fin_two]
  · rw [isSymplectic_iff_det]
    exact hlt.ne
```

Q: A determinant is still not the area of a cloud of initial conditions.

A: `volume` on `Fin 2 → ℝ` is Lebesgue measure $dq\,dp$, with values in $[0,\infty]$, and the expression under `volume` on the left is the image of a set $s$ under $R$; the bound variable `x` in it is a phase point, not $\omega h$. The statement is the change of variables: area of $R(s)$ equals $|1-x^6/288|$ times area of $s$. It holds for every set, with `volume` read as outer measure when $s$ is not measurable. The proof rewrites the map as a linear map and applies `Measure.addHaar_image_linearMap`.

```lean
/-- The Richardson-extrapolated step multiplies the Lebesgue area of every region of the
phase plane by `|1 - (ω h)⁶ / 288|`. -/
theorem volume_image_richardson (ω h : ℝ) (s : Set (Fin 2 → ℝ)) :
    volume ((fun x => richardson ω h *ᵥ x) '' s) =
      ENNReal.ofReal |1 - (ω * h) ^ 6 / 288| * volume s := by
  have e : (fun x => richardson ω h *ᵥ x) = ⇑(Matrix.toLin' (richardson ω h)) := by
    funext x
    simp
  rw [e, Measure.addHaar_image_linearMap, LinearMap.det_toLin', det_richardson]
```

Q: So for $\omega\neq0$ area fails to be preserved for every $h\neq0$.

A: Oriented area, yes. Unsigned area has an exception, because of the absolute value. If all areas are preserved, the unit square, of area 1 by `hsq`, gives $|1-x^6/288|=1$. The case $+1$ of `abs_eq` gives $x=0$, and the case $-1$ gives $x^6=576$, that is $|x|=24^{1/3}\approx2.88$. There $R$ reverses orientation: it preserves measure and is still not symplectic. Conversely both cases make the factor 1.

```lean
/-- The Richardson-extrapolated step preserves the Lebesgue area of all regions exactly when
`ω h = 0` or `(ω h)⁶ = 576`. -/
theorem richardson_preserves_volume_iff (ω h : ℝ) :
    (∀ s : Set (Fin 2 → ℝ), volume ((fun x => richardson ω h *ᵥ x) '' s) = volume s) ↔
      ω * h = 0 ∨ (ω * h) ^ 6 = 576 := by
  constructor
  · intro hs
    -- test on the unit square
    have hsq : volume (Set.Icc (0 : Fin 2 → ℝ) 1) = 1 := by
      rw [Real.volume_Icc_pi]
      simp
    have h1 := hs (Set.Icc 0 1)
    rw [volume_image_richardson, hsq, mul_one] at h1
    have h2 := congrArg ENNReal.toReal h1
    rw [ENNReal.toReal_ofReal (abs_nonneg _), ENNReal.toReal_one] at h2
    rcases (abs_eq zero_le_one).mp h2 with h3 | h3
    · have h0 : (ω * h) ^ 6 = 0 := by linarith
      exact Or.inl ((pow_eq_zero_iff (by norm_num)).mp h0)
    · exact Or.inr (by linarith)
  · intro hc s
    have habs : |1 - (ω * h) ^ 6 / 288| = 1 := by
      rcases hc with h1 | h1 <;> rw [h1] <;> norm_num
    rw [volume_image_richardson, habs, ENNReal.ofReal_one, one_mul]
```

Q: One part in 288 looks harmless, and smaller steps lose far less.

A: It compounds. After $n$ steps $\det(R^n)=(1-x^6/288)^n$ by `Matrix.det_pow`, and for $0<x^6<576$ the base lies strictly between $-1$ and $1$, so the powers tend to zero. In the example $(287/288)^n$ first falls below one half at $n=200$. The theorem concerns the determinant and makes no claim about individual trajectories or their energy.

```lean
/-- For `ω h ≠ 0` and `(ω h)⁶ < 576` the determinant of `n` Richardson-extrapolated steps
tends to zero as `n` grows. -/
theorem det_richardson_pow_tendsto_zero (ω h : ℝ) (hne : ω * h ≠ 0)
    (hsmall : (ω * h) ^ 6 < 576) :
    Tendsto (fun n : ℕ => (richardson ω h ^ n).det) atTop (𝓝 0) := by
  have hpos : 0 < (ω * h) ^ 6 := Even.pow_pos ⟨3, rfl⟩ hne
  simp only [Matrix.det_pow, det_richardson]
  apply tendsto_pow_atTop_nhds_zero_of_abs_lt_one
  rw [abs_lt]
  constructor <;> linarith

end

end RichardsonVerletArea
```

```lean
#print axioms RichardsonVerletArea.richardson_eq
#print axioms RichardsonVerletArea.richardson_not_symplectic
#print axioms RichardsonVerletArea.richardson_preserves_volume_iff
#print axioms RichardsonVerletArea.det_richardson_pow_tendsto_zero
```

```
'RichardsonVerletArea.richardson_eq' depends on axioms: [propext, Classical.choice, Quot.sound]
'RichardsonVerletArea.richardson_not_symplectic' depends on axioms: [propext, Classical.choice, Quot.sound]
'RichardsonVerletArea.richardson_preserves_volume_iff' depends on axioms: [propext, Classical.choice, Quot.sound]
'RichardsonVerletArea.det_richardson_pow_tendsto_zero' depends on axioms: [propext, Classical.choice, Quot.sound]
```

Q: What does a single harmonic mode say about molecular dynamics?

A: It is a counter-example: for one degree of freedom with a linear force, in exact arithmetic, extrapolating Verlet at every step loses the symplecticity that the underlying steps have, so extrapolation does not preserve symplecticity in general. Anharmonic forces, several coordinates, constraints and rounding are not covered, and the number 288 belongs to this model.

Q: I might extrapolate only the output, not the state that is propagated.

A: That is a different model. Two Verlet trajectories run separately, and after $n$ steps one forms $\tfrac13(4A^n-B^n)$ in place of $R^n$. The same algebra gives the determinant $1+\tfrac49\det(A^n-B^n)$. For $n=1$ this is $\det R$; for larger $n$ it is no longer the power of a fixed factor, so the argument for decay does not apply.

Q: And if drift and kick change places?

A: For position Verlet, $D(h/2)K(h)D(h/2)$, the difference matrix has diagonal $x^4/32$, upper entry $h(x^2/16+x^4/128)$ and lower entry $\omega^2hx^2/8$. Its determinant is again $-x^6/128$, so the extrapolated step again has determinant $1-x^6/288$.
